# Snell's law from the least optical path across a flat interface

Q: Light goes from a source at height a above a flat interface, in index n₁, to a detector at depth b below it, in index n₂, displaced by L along the interface. You admit only paths made of two straight segments, labelled by the crossing point x. Is that still Fermat's problem?

A: It is its one-parameter core. In a uniform medium a straight segment is the shortest connection, and the model builds that in. What remains is to minimise the optical path, which is the sum of index times length over the two segments,

P(x) = n₁ r_a(x) + n₂ r_b(L − x), with r_a(x) = √(a² + x²),

over all real x, with n₁, n₂, a, b, L positive.

Q: Do it by hand first.

A: Write s_a(x) = x/r_a(x), the sine of the angle to the normal. Since r_a′ = s_a,

P′(x) = n₁ s_a(x) − n₂ s_b(L − x),

which vanishes exactly when Snell's law holds. It is continuous, equal to −n₂L/√(b² + L²) < 0 at x = 0 and to n₁L/√(a² + L²) > 0 at x = L, so it has a zero in between.

Q: A zero of the derivative needn't be a minimum.

A: Here it is. For x ≠ y,

(a² + x²)(a² + y²) = (a² + xy)² + a²(x − y)² > (a² + xy)²,

so r_a(x) r_a(y) > a² + xy. Dividing by r_a(y), and using a² + xy = r_a(y)² + y(x − y), gives

r_a(x) > r_a(y) + s_a(y)(x − y).

Likewise r_b(L − x) > r_b(L − y) − s_b(L − y)(x − y). Weight the two by the indices and add:

P(x) > P(y) + [n₁ s_a(y) − n₂ s_b(L − y)](x − y).

If y obeys Snell's law, the bracket is zero and P(x) > P(y). Two distinct Snell points would each have the shorter path, so there is only one.

Q: How does Lean express this? I'd worry that Snell's law is hidden in the definitions.

A: `SnellLaw` is an equation between sines and mentions no minimum. `rayLength` is r, and `opticalPath` is P. `sinAngle` is s; despite its name it takes two lengths, not an angle, and it carries the sign of x. All quantities are real numbers, so absorption is left out.

```lean
import Mathlib

open Set

namespace SnellFromFermat

noncomputable section

variable {n₁ n₂ a b L : ℝ}

/-- Length of a straight ray that covers the distance `a` along the normal and `x` along
the interface. -/
def rayLength (a x : ℝ) : ℝ := √(a ^ 2 + x ^ 2)

/-- Signed sine of the angle between the ray and the normal, for `a` and `x` not both zero. -/
def sinAngle (a x : ℝ) : ℝ := x / rayLength a x

/-- Optical path from a source at height `a` in index `n₁` to a detector at depth `b` in index
`n₂`, displaced by `L` along the interface, when the ray crosses the interface at `x`. -/
def opticalPath (n₁ n₂ a b L x : ℝ) : ℝ :=
  n₁ * rayLength a x + n₂ * rayLength b (L - x)

/-- Snell's law at the crossing point `x`: index times sine is the same on both sides
(for `a` and `b` nonzero). -/
def SnellLaw (n₁ n₂ a b L x : ℝ) : Prop :=
  n₁ * sinAngle a x = n₂ * sinAngle b (L - x)
```

Q: Where does the derivative enter?

A: In the second and third of the next results; the first only records that lengths are positive. The chain rule turns the second sine negative, and uniqueness of derivatives makes stationarity equivalent to `SnellLaw`.

```lean
/-- A ray that starts off the interface has positive length. -/
theorem rayLength_pos (ha : 0 < a) (x : ℝ) : 0 < rayLength a x :=
  Real.sqrt_pos.2 (by positivity)

/-- For `a > 0`, the length of a ray changes with its crossing point at a rate equal to the
sine of its angle to the normal. -/
theorem hasDerivAt_rayLength (ha : 0 < a) (x : ℝ) :
    HasDerivAt (rayLength a) (sinAngle a x) x := by
  have h : HasDerivAt (fun t : ℝ => a ^ 2 + t ^ 2) (2 * x) x :=
    ((hasDerivAt_pow 2 x).const_add (a ^ 2)).congr_deriv (by norm_num)
  have hne : a ^ 2 + x ^ 2 ≠ 0 := by positivity
  exact (h.sqrt hne).congr_deriv (mul_div_mul_left x (rayLength a x) two_ne_zero)

/-- For source and detector off the interface, the optical path is stationary at `x` exactly
when Snell's law holds there. -/
theorem stationary_iff_snellLaw (ha : 0 < a) (hb : 0 < b) (x : ℝ) :
    HasDerivAt (opticalPath n₁ n₂ a b L) 0 x ↔ SnellLaw n₁ n₂ a b L x := by
  have h2 : HasDerivAt (fun t => rayLength b (L - t)) (-(sinAngle b (L - x))) x :=
    ((hasDerivAt_rayLength hb (L - x)).comp x
      ((hasDerivAt_id x).const_sub L)).congr_deriv (by ring)
  have h : HasDerivAt (opticalPath n₁ n₂ a b L)
      (n₁ * sinAngle a x - n₂ * sinAngle b (L - x)) x :=
    (((hasDerivAt_rayLength ha x).const_mul n₁).fun_add (h2.const_mul n₂)).congr_deriv
      (by ring)
  exact ⟨fun h0 => sub_eq_zero.1 (h.unique h0), fun hs => h.congr_deriv (sub_eq_zero.2 hs)⟩
```

Q: And the tangent inequality?

A: `key` is the product inequality, proved by squaring its negation. `e` rewrites the tangent line as a quotient, and `div_lt_iff₀` clears the denominator.

```lean
/-- For `a > 0`, the ray length lies strictly above each of its tangent lines, away from the
point of contact. -/
theorem tangent_lt_rayLength (ha : 0 < a) {x y : ℝ} (hxy : x ≠ y) :
    rayLength a y + sinAngle a y * (x - y) < rayLength a x := by
  have hr := rayLength_pos ha y
  have hs := rayLength_pos ha x
  have hr2 : rayLength a y ^ 2 = a ^ 2 + y ^ 2 := Real.sq_sqrt (by positivity)
  have hs2 : rayLength a x ^ 2 = a ^ 2 + x ^ 2 := Real.sq_sqrt (by positivity)
  -- strict Cauchy-Schwarz for the vectors (a, x) and (a, y)
  have key : a ^ 2 + x * y < rayLength a x * rayLength a y := by
    by_contra hcon
    have h1 := pow_le_pow_left₀ (mul_pos hs hr).le (not_lt.1 hcon) 2
    rw [mul_pow, hr2, hs2] at h1
    have hd : x - y ≠ 0 := sub_ne_zero.2 hxy
    have h2 : 0 < a ^ 2 * (x - y) ^ 2 := by positivity
    linarith [show (a ^ 2 + x ^ 2) * (a ^ 2 + y ^ 2)
      = (a ^ 2 + x * y) ^ 2 + a ^ 2 * (x - y) ^ 2 by ring]
  have e : rayLength a y + sinAngle a y * (x - y) = (a ^ 2 + x * y) / rayLength a y := by
    unfold sinAngle
    field_simp
    linear_combination hr2
  rw [e, div_lt_iff₀ hr]
  exact key
```

Adding the weighted inequalities comes next; there `e` is the cancellation of the linear terms.

```lean
/-- For positive indices and source and detector off the interface, a crossing point that obeys
Snell's law has a strictly shorter optical path than any other crossing point. -/
theorem SnellLaw.opticalPath_lt (hn₁ : 0 < n₁) (hn₂ : 0 < n₂) (ha : 0 < a) (hb : 0 < b)
    {x y : ℝ} (h : SnellLaw n₁ n₂ a b L y) (hxy : x ≠ y) :
    opticalPath n₁ n₂ a b L y < opticalPath n₁ n₂ a b L x := by
  have hxy' : L - x ≠ L - y := fun h' => hxy (by linarith)
  have m1 := mul_lt_mul_of_pos_left (tangent_lt_rayLength ha hxy) hn₁
  have m2 := mul_lt_mul_of_pos_left (tangent_lt_rayLength hb hxy') hn₂
  -- Snell's law cancels the two linear terms
  have e : n₁ * sinAngle a y * (x - y) = n₂ * sinAngle b (L - y) * (x - y) :=
    congrArg (· * (x - y)) h
  unfold opticalPath
  nlinarith [m1, m2, e]
```

Existence is the sign change, fed to the intermediate value theorem.

```lean
/-- For positive indices, heights and displacement, some crossing point strictly between the
feet of source and detector obeys Snell's law. -/
theorem exists_snellLaw (hn₁ : 0 < n₁) (hn₂ : 0 < n₂) (ha : 0 < a) (hb : 0 < b)
    (hL : 0 < L) : ∃ x ∈ Ioo 0 L, SnellLaw n₁ n₂ a b L x := by
  have hc : ∀ {c : ℝ}, 0 < c → Continuous (sinAngle c) := fun {c} h =>
    continuous_id.div (by fun_prop : Continuous fun x : ℝ => c ^ 2 + x ^ 2).sqrt
      (fun x => (rayLength_pos h x).ne')
  have hf : Continuous fun x => n₁ * sinAngle a x - n₂ * sinAngle b (L - x) :=
    (continuous_const.mul (hc ha)).sub
      (continuous_const.mul ((hc hb).comp (continuous_const.sub continuous_id)))
  have z : ∀ c : ℝ, sinAngle c 0 = 0 := fun c => by simp [sinAngle]
  -- the mismatch in Snell's law changes sign between the two feet
  have h0 : n₁ * sinAngle a 0 - n₂ * sinAngle b (L - 0) < 0 := by
    have p : 0 < sinAngle b L := div_pos hL (rayLength_pos hb L)
    rw [z, sub_zero L]
    linarith [mul_pos hn₂ p]
  have h1 : 0 < n₁ * sinAngle a L - n₂ * sinAngle b (L - L) := by
    have p : 0 < sinAngle a L := div_pos hL (rayLength_pos ha L)
    rw [sub_self L, z]
    linarith [mul_pos hn₁ p]
  obtain ⟨x, hx, hx0⟩ := intermediate_value_Ioo hL.le hf.continuousOn ⟨h0, h1⟩
  exact ⟨x, hx, sub_eq_zero.1 hx0⟩
```

Q: So what does the main theorem say?

A: There is an x₀ strictly between 0 and L whose path is strictly shorter than that of every other real x, and `SnellLaw` holds at x exactly when x = x₀. The proof joins the last two results, and `lt_asymm` excludes a second Snell point.

```lean
/-- Snell's law from the least optical path: for positive indices, heights and displacement, the
optical path has a unique minimiser; it lies strictly between the feet of source and detector
and is the only crossing point that obeys Snell's law. -/
theorem snell_from_least_path (hn₁ : 0 < n₁) (hn₂ : 0 < n₂) (ha : 0 < a) (hb : 0 < b)
    (hL : 0 < L) :
    ∃ x₀ ∈ Ioo 0 L,
      (∀ x, x ≠ x₀ → opticalPath n₁ n₂ a b L x₀ < opticalPath n₁ n₂ a b L x) ∧
      ∀ x, SnellLaw n₁ n₂ a b L x ↔ x = x₀ := by
  obtain ⟨x₀, hx₀, hs⟩ := exists_snellLaw hn₁ hn₂ ha hb hL
  refine ⟨x₀, hx₀, fun x hx => hs.opticalPath_lt hn₁ hn₂ ha hb hx, fun x => ⟨fun h => ?_, ?_⟩⟩
  · -- two distinct Snell points would each have the shorter path
    by_contra hne
    exact lt_asymm (hs.opticalPath_lt hn₁ hn₂ ha hb hne)
      (h.opticalPath_lt hn₁ hn₂ ha hb (Ne.symm hne))
  · rintro rfl
    exact hs
```

Q: Real light could cross the interface off to the side.

A: `planePath` allows that. Its y is the sideways coordinate, no longer the point of tangency. Any y ≠ 0 lengthens both segments, so the minimum stays in the plane of incidence.

```lean
/-- Optical path when the ray crosses the interface plane at `(x, y)`, with `y` measured
perpendicular to the plane that holds source, detector and normal. -/
def planePath (n₁ n₂ a b L x y : ℝ) : ℝ :=
  n₁ * √(a ^ 2 + x ^ 2 + y ^ 2) + n₂ * √(b ^ 2 + (L - x) ^ 2 + y ^ 2)

/-- The refracted ray stays in the plane of incidence: for positive indices, heights and
displacement, the optical path over the whole interface plane has its unique minimum at a point
`(x₀, 0)` that obeys Snell's law. -/
theorem least_path_in_plane_of_incidence (hn₁ : 0 < n₁) (hn₂ : 0 < n₂) (ha : 0 < a)
    (hb : 0 < b) (hL : 0 < L) :
    ∃ x₀ ∈ Ioo 0 L, SnellLaw n₁ n₂ a b L x₀ ∧
      ∀ x y, (x ≠ x₀ ∨ y ≠ 0) → planePath n₁ n₂ a b L x₀ 0 < planePath n₁ n₂ a b L x y := by
  obtain ⟨x₀, hx₀, hs⟩ := exists_snellLaw hn₁ hn₂ ha hb hL
  have e : ∀ x, planePath n₁ n₂ a b L x 0 = opticalPath n₁ n₂ a b L x := fun x => by
    simp [planePath, opticalPath, rayLength]
  refine ⟨x₀, hx₀, hs, fun x y hxy => ?_⟩
  rw [e]
  by_cases hy : y = 0
  · subst hy
    rw [e]
    exact hs.opticalPath_lt hn₁ hn₂ ha hb (hxy.resolve_right (fun h => h rfl))
  · -- a sideways detour lengthens both segments
    have hy2 : 0 < y ^ 2 := by positivity
    have hlt : opticalPath n₁ n₂ a b L x < planePath n₁ n₂ a b L x y :=
      add_lt_add
        (mul_lt_mul_of_pos_left (Real.sqrt_lt_sqrt (by positivity) (by linarith)) hn₁)
        (mul_lt_mul_of_pos_left (Real.sqrt_lt_sqrt (by positivity) (by linarith)) hn₂)
    rcases eq_or_ne x x₀ with rfl | hx
    · exact hlt
    · exact (hs.opticalPath_lt hn₁ hn₂ ha hb hx).trans hlt
```

Q: And with no change of index?

A: The ray should be straight. At x = aL/(a + b) both segments have slope t = L/(a + b) and sine t/√(1 + t²), so Snell's law holds there, and by uniqueness nowhere else.

```lean
/-- For equal positive indices and positive heights and displacement, Snell's law holds exactly
at `a L / (a + b)`, where the straight line from source to detector meets the interface. -/
theorem snellLaw_equal_index_iff {n : ℝ} (hn : 0 < n) (ha : 0 < a) (hb : 0 < b) (hL : 0 < L)
    (x : ℝ) : SnellLaw n n a b L x ↔ x = a * (L / (a + b)) := by
  -- the sine depends only on the slope t of the ray
  have hsin : ∀ {c : ℝ}, 0 < c → ∀ t, sinAngle c (c * t) = t / √(1 + t ^ 2) := by
    intro c hc t
    unfold sinAngle rayLength
    rw [show c ^ 2 + (c * t) ^ 2 = c ^ 2 * (1 + t ^ 2) by ring,
      Real.sqrt_mul (sq_nonneg c), Real.sqrt_sq hc.le, mul_div_mul_left _ _ hc.ne']
  have hab : a + b ≠ 0 := by positivity
  have hrest : L - a * (L / (a + b)) = b * (L / (a + b)) := by
    field_simp
    ring
  have hline : SnellLaw n n a b L (a * (L / (a + b))) := by
    unfold SnellLaw
    rw [hrest, hsin ha, hsin hb]
  obtain ⟨x₀, -, -, huniq⟩ := snell_from_least_path hn hn ha hb hL
  rw [huniq x, (huniq _).1 hline]

end

end SnellFromFermat
```

```lean
#print axioms SnellFromFermat.stationary_iff_snellLaw
-- 'SnellFromFermat.stationary_iff_snellLaw' depends on axioms: [propext, Classical.choice, Quot.sound]
#print axioms SnellFromFermat.snell_from_least_path
-- 'SnellFromFermat.snell_from_least_path' depends on axioms: [propext, Classical.choice, Quot.sound]
#print axioms SnellFromFermat.least_path_in_plane_of_incidence
-- 'SnellFromFermat.least_path_in_plane_of_incidence' depends on axioms: [propext, Classical.choice, Quot.sound]
#print axioms SnellFromFermat.snellLaw_equal_index_iff
-- 'SnellFromFermat.snellLaw_equal_index_iff' depends on axioms: [propext, Classical.choice, Quot.sound]
```

Q: What is still taken on trust?

A: Fermat's principle, a postulate of ray optics: light follows a path whose optical length is stationary under small changes of the path that keep its end points fixed. In general such a path need not be the shortest. In this model the theorems show that the only stationary crossing point is also the minimum.

Q: Would a model with arbitrary curves have been better?

A: It would make the straightness of the segments something to prove, and would need a theory of curve length. The minimisation over x would remain.

Q: Where would I meet this in a calculation?

A: In ray tracing between two fixed points, for a flat interface and constant real indices. Take n₁ = 1, n₂ = 4/3, a = 3, b = 4, L = 7. Bisection for P′(x) = 0 starts from the bracket [0, 7]; at 3.5 the derivative is negative, so the root lies to the right. It is x₀ = 4, with sines 4/5 and 3/5, and indeed 1 · 4/5 = 4/3 · 3/5. The optical path is 35/3 ≈ 11.67, against about 11.79 for the straight line, which crosses at x = 3.
